# For a Hermitian operator, the energy expectation of a superposition of two orthogonal vectors couples them only through the residual of one

For a Hermitian linear operator T on a complex inner product space and orthogonal vectors x and y, `energy_split` states that E(cx + y) = |c|² E(x) + 2 Re(c̄⟨r, y⟩) + E(y) for every complex c. The inner product is conjugate-linear in its first argument, E(v) is the real part of ⟨v, Tv⟩, and r = Tx − E(x)x is the residual of x. No vector is assumed normalised: with T as the Hamiltonian, E(v) is the mean energy when v is a unit vector, and for a general nonzero v the mean energy is E(v)/‖v‖². The attempt first writes both cross terms, ⟨x, Ty⟩ and ⟨y, Tx⟩, through ⟨r, y⟩, then expands the energy into real and imaginary parts and leaves the remaining algebra to `ring`.

The failing Lean file:

```lean
import Mathlib

open scoped ComplexConjugate

namespace EnergySplit

noncomputable section

variable {E : Type*} [NormedAddCommGroup E] [InnerProductSpace ℂ E]

/-- The energy expectation `⟨v, T v⟩` (its real part) of a vector `v`, not normalised. -/
def energy (T : E →ₗ[ℂ] E) (v : E) : ℝ := (inner ℂ v (T v)).re

/-- The residual `T x - ρ x`, where `ρ` is the energy of `x`. -/
def residual (T : E →ₗ[ℂ] E) (x : E) : E := T x - (energy T x : ℂ) • x

/-- For a Hermitian operator and `y` orthogonal to `x`, the energy of `c x + y` consists of the two
separate energies and a coupling in which `T` enters only through the residual of `x`. -/
theorem energy_split {T : E →ₗ[ℂ] E} (hT : T.IsSymmetric) {x y : E}
    (hy : inner ℂ x y = 0) (c : ℂ) :
    energy T (c • x + y) = ‖c‖ ^ 2 * energy T x
      + 2 * (conj c * inner ℂ (residual T x) y).re + energy T y := by
  have h1 : inner ℂ x (T y) = inner ℂ (residual T x) y := by
    rw [← hT x y, residual, inner_sub_left, inner_smul_left, hy]
    simp
  have h2 : inner ℂ y (T x) = conj (inner ℂ (residual T x) y) := by
    rw [← h1, ← hT x y, inner_conj_symm]
  have h3 : ‖c‖ ^ 2 = c.re * c.re + c.im * c.im := by
    rw [Complex.sq_norm, Complex.normSq_apply]
  unfold energy
  simp only [map_add, map_smul, inner_add_left, inner_add_right, inner_smul_left,
    inner_smul_right, h1, h2, h3, Complex.add_re, Complex.mul_re, Complex.mul_im,
    Complex.conj_re, Complex.conj_im]
  ring

end

end EnergySplit
```

Lean reports:

```
Try this:
  [apply] ring_nf
  
  The `ring` tactic failed to close the goal. Use `ring_nf` to obtain a normal form.
    
  Note that `ring` works primarily in *commutative* rings. If you have a noncommutative ring, abelian group or module, consider using `noncomm_ring`, `abel` or `module` instead.
Main.lean:22:67: error: unsolved goals
E : Type u_1
inst✝¹ : NormedAddCommGroup E
inst✝ : InnerProductSpace ℂ E
T : E →ₗ[ℂ] E
hT : T.IsSymmetric
x y : E
hy : inner ℂ x y = 0
c : ℂ
h1 : inner ℂ x (T y) = inner ℂ (residual T x) y
h2 : inner ℂ y (T x) = (starRingEnd ℂ) (inner ℂ (residual T x) y)
h3 : ‖c‖ ^ 2 = c.re * c.re + c.im * c.im
⊢ c.re * c.im * (inner ℂ x (T x)).im + c.re * (inner ℂ (residual T x) y).re * 2 + c.re ^ 2 * (inner ℂ x (T x)).re -
          c.im * ((starRingEnd ℂ) c * inner ℂ x (T x) + (starRingEnd ℂ) (inner ℂ (residual T x) y)).im +
        c.im * (inner ℂ (residual T x) y).im +
      (inner ℂ y (T y)).re =
    c.re * (inner ℂ (residual T x) y).re * 2 + c.re ^ 2 * (inner ℂ x (T x)).re + (inner ℂ x (T x)).re * c.im ^ 2 +
        c.im * (inner ℂ (residual T x) y).im * 2 +
      (inner ℂ y (T y)).re
Main.lean:32:66: warning: This simp argument is unused:
  Complex.mul_im

Hint: Omit it from the simp argument list.
  [apply] simp only [map_add, map_smul, inner_add_left, inner_add_right, inner_smul_left, inner_smul_right, h1, h2, h3,
    Complex.add_re, Complex.mul_re, Complex.conj_re, Complex.conj_im]

Note: This linter can be disabled with `set_option linter.unusedSimpArgs false`
```

The error shows the goal left over when `ring` could not close it; the suggestion to try `ring_nf` would not prove it either. One term still contains the imaginary part of a sum, `((starRingEnd ℂ) c * inner ℂ x (T x) + (starRingEnd ℂ) (inner ℂ (residual T x) y)).im`. It arises when `Complex.mul_re` expands the real part of c times that sum. The `simp only` list has `Complex.add_re` but no corresponding rule for the imaginary part of a sum, and `ring` treats the whole `.im` expression as an atom, so the terms inside it cannot combine with the others.

The warning has the same origin: `Complex.mul_im` is unused because the product it should expand is shut inside the sum. Omitting it, as the hint proposes, would remove a lemma the proof needs.

The diff adds `Complex.add_im`, which splits the sum. `Complex.mul_im` and `Complex.conj_im` can then expand the pieces, and `ring` closes the goal.

After these edits no error is left:

```diff
@@ -30,5 +30,5 @@
   unfold energy
   simp only [map_add, map_smul, inner_add_left, inner_add_right, inner_smul_left,
-    inner_smul_right, h1, h2, h3, Complex.add_re, Complex.mul_re, Complex.mul_im,
+    inner_smul_right, h1, h2, h3, Complex.add_re, Complex.add_im, Complex.mul_re, Complex.mul_im,
     Complex.conj_re, Complex.conj_im]
   ring
```
